# Schofield's half-shift and detailed balance for a Hermitian observable with finitely many levels

## From a classical spectrum to a scattering spectrum

In a classical simulation the equilibrium autocorrelation function of a real observable is real and even in time, so its spectrum is symmetric in the energy transfer $\omega$, counted as positive when the sample gains energy. A measured inelastic scattering spectrum is not symmetric, because a cold sample has little energy to give to the probe. Schofield's correction multiplies the classical spectrum by $e^{b\omega/2}$, where $b=1/k_BT$ and $\hbar=1$. For an observable $A$ with quantum correlation function $\langle A(0)A(t)\rangle$, this amounts to using the classical function at the real time $t$ as the value of the quantum function at the complex time $t+\mathrm{i}b/2$.

For a Hermitian observable of a system with finitely many levels, the quantum function at that shifted time is indeed real and even. This shows that the replacement respects the right symmetry; how accurate it is remains a separate question.

## The correlation function and its lines

Let the levels have real energies $E_i$, and let $A$ be a Hermitian matrix in the energy basis, with $A_{fi}$ the amplitude from the initial state $i$ to the final state $f$. For complex $z$ define

$$C(z)=\sum_{i,f}e^{-bE_i}|A_{fi}|^2e^{\mathrm{i}z(E_f-E_i)}.$$

With $H$ the diagonal matrix of energies, this is

$$C(z)=\operatorname{Tr}\left(e^{-bH}A\,e^{\mathrm{i}zH}A\,e^{-\mathrm{i}zH}\right).$$

Indeed, the trace has terms $e^{-bE_i}A_{if}e^{\mathrm{i}zE_f}A_{fi}e^{-\mathrm{i}zE_i}$, and Hermiticity gives $A_{if}A_{fi}=|A_{fi}|^2$.

The Boltzmann weights are unnormalised. When there is at least one level, the thermal average is $C(z)/Z$ with $Z=\sum_i e^{-bE_i}$. This positive constant affects none of the symmetries below.

The line strength $S(\omega)$ is the sum of $e^{-bE_i}|A_{fi}|^2$ over all pairs with $E_f-E_i=\omega$. Positive $\omega$ means that the sample gains energy. Grouping the terms of $C$ by energy transfer gives

$$C(z)=\sum_\omega S(\omega)e^{\mathrm{i}z\omega},$$

where $\omega$ runs over the finitely many transition energies.

## Exchanging initial and final states

Start from

$$C(-z)=\sum_{i,f}e^{-bE_i}|A_{fi}|^2e^{-\mathrm{i}z(E_f-E_i)}$$

and exchange the names $i$ and $f$. Since $|A_{if}|=|A_{fi}|$,

$$C(-z)=\sum_{i,f}e^{-bE_f}|A_{fi}|^2e^{\mathrm{i}z(E_f-E_i)}.$$

Now write $e^{-bE_f}=e^{-bE_i}e^{-b(E_f-E_i)}$. The last factor equals $e^{\mathrm{i}(\mathrm{i}b)(E_f-E_i)}$, so it shifts the time argument by $\mathrm{i}b$:

$$C(-z)=C(z+\mathrm{i}b).$$

In frequency space the same exchange pairs each transition with energy transfer $-\omega$ with the reverse transition, which has energy transfer $\omega$. The Boltzmann weight of the first is $e^{-b\omega}$ times that of the second. Hence

$$S(-\omega)=e^{-b\omega}S(\omega).$$

## Evenness and reality at half the thermal time

Apply the time-domain relation at $z-\mathrm{i}b/2$:

$$C(-z+\mathrm{i}b/2)=C\bigl(-(z-\mathrm{i}b/2)\bigr)=C(z+\mathrm{i}b/2).$$

For real $t$, each term of $C(t+\mathrm{i}b/2)$ contains

$$e^{-bE_i}e^{-b(E_f-E_i)/2}e^{\mathrm{i}t(E_f-E_i)}
=e^{-b(E_i+E_f)/2}e^{\mathrm{i}t(E_f-E_i)}.$$

By evenness, the function equals the average of its values at $t$ and $-t$. Averaging the two exponentials gives a cosine:

$$C(t+\mathrm{i}b/2)=\sum_{i,f}e^{-b(E_i+E_f)/2}|A_{fi}|^2\cos\bigl(t(E_f-E_i)\bigr).$$

Every term is real. In frequency space the shift replaces $S(\omega)$ by the symmetric function $e^{-b\omega/2}S(\omega)$, and multiplying by $e^{b\omega/2}$ restores the original line strengths.

## Two levels, with and without Hermiticity

Take energies $0$ and $1$ and the Hermitian flip operator that couples them with unit amplitude. Then $C(t)=e^{\mathrm{i}t}+e^{-b}e^{-\mathrm{i}t}$, whose imaginary part is $(1-e^{-b})\sin t$. After division by $Z=1+e^{-b}$ it is $\tanh(b/2)\sin t$. At finite temperature the unshifted function is therefore not real for all $t$.

Now keep only the upward transition, $A_{10}=1$, and set the other entries to zero. This matrix is not Hermitian, and $C(z)=e^{\mathrm{i}z}$. The shifted function $e^{-b/2}e^{\mathrm{i}t}$ is neither real for all $t$ nor even. Detailed balance fails too: at $t=0$ and $b>0$, $C(0)=1$ but $C(\mathrm{i}b)=e^{-b}$.

This matters for scattering, since the density component $\rho_q$ at nonzero wavevector $q$ is in general not Hermitian. The exchange of states then relates $q$ to $-q$, and a symmetry between the two is needed to get detailed balance at a single $q$. The theorems treat only Hermitian $A$.

## What `schofield` says

The finite type `n` labels the levels, `E : n → ℝ` gives their energies, and degeneracies are allowed. In `A f i` the row is the final state and the column the initial one. The hypothesis `hA : A.IsHermitian` states that the observable is Hermitian. The parameter `b` may be any real number; positive values correspond to ordinary temperatures.

For each real `t`, `schofield` states three things: `corr` at $t+\mathrm{i}b/2$ has zero imaginary part, its value there is unchanged under $t\to-t$, and $C(-t)=C(t+\mathrm{i}b)$. The lemmas `corr_neg` and `corr_shift_even` give the last two for every complex time.

The function `lineStrength` returns the weight of a discrete line, not a density in $\omega$. Continuous spectra, line broadening and the thermodynamic limit are not treated. In an infinite system one would first have to establish that the correlation function exists at the complex times involved; here it is a finite sum.

```lean
import Mathlib

open Matrix

namespace DynamicalStructureFactor

noncomputable section

variable {n : Type*} [Fintype n]

/-- The thermal correlation function at complex time `z`: a sum over initial states `i` and
final states `f` with unnormalised Boltzmann weights `exp (-b E i)`. -/
def corr (b : ℝ) (E : n → ℝ) (A : Matrix n n ℂ) (z : ℂ) : ℂ :=
  ∑ i, ∑ f, ((Real.exp (-b * E i) * ‖A f i‖ ^ 2 : ℝ) : ℂ) *
    Complex.exp (Complex.I * z * ((E f - E i : ℝ) : ℂ))

/-- The line strength at energy transfer `ω`: the total thermal weight of all transitions
with `E f - E i = ω`. -/
def lineStrength (b : ℝ) (E : n → ℝ) (A : Matrix n n ℂ) (ω : ℝ) : ℝ :=
  ∑ i, ∑ f, if E f - E i = ω then Real.exp (-b * E i) * ‖A f i‖ ^ 2 else 0

/-- The finite set of energy transfers `E f - E i`. -/
def transitions (E : n → ℝ) : Finset ℝ :=
  Finset.univ.image (fun p : n × n => E p.2 - E p.1)

/-- The Hamiltonian in its energy eigenbasis. -/
def hamiltonian [DecidableEq n] (E : n → ℝ) : Matrix n n ℂ :=
  Matrix.diagonal (fun i => (E i : ℂ))

/-- The exponential of a multiple of the Hamiltonian is diagonal in the energy basis. -/
theorem exp_hamiltonian [DecidableEq n] (E : n → ℝ) (c : ℂ) :
    NormedSpace.exp (c • hamiltonian E) =
      Matrix.diagonal (fun i => Complex.exp (c * (E i : ℂ))) := by
  have h : c • hamiltonian E = Matrix.diagonal (fun i => c * (E i : ℂ)) := by
    ext i j
    by_cases hij : i = j
    · subst hij
      simp [hamiltonian]
    · simp [hamiltonian, hij]
  rw [h, Matrix.exp_diagonal]
  congr 1
  ext i
  rw [Pi.coe_exp, Complex.exp_eq_exp_ℂ]

/-- For a Hermitian observable the double sum is the trace of the Boltzmann operator times
`A` times the Heisenberg-evolved `A`. -/
theorem corr_eq_trace [DecidableEq n] (b : ℝ) (E : n → ℝ) {A : Matrix n n ℂ}
    (hA : A.IsHermitian) (z : ℂ) :
    corr b E A z = Matrix.trace (NormedSpace.exp ((-(b : ℂ)) • hamiltonian E) * A *
      NormedSpace.exp ((Complex.I * z) • hamiltonian E) * A *
      NormedSpace.exp ((-(Complex.I * z)) • hamiltonian E)) := by
  rw [exp_hamiltonian, exp_hamiltonian, exp_hamiltonian]
  unfold corr Matrix.trace
  refine Finset.sum_congr rfl fun i _ => ?_
  rw [Matrix.diag_apply, Matrix.mul_diagonal, Matrix.mul_apply, Finset.sum_mul]
  refine Finset.sum_congr rfl fun f _ => ?_
  rw [Matrix.mul_diagonal, Matrix.diagonal_mul]
  -- Hermiticity turns the product of matrix elements into a squared modulus
  have hn : A i f * A f i = (‖A f i‖ : ℂ) ^ 2 := by
    rw [← hA.apply i f]
    exact Complex.conj_mul' _
  have he : Complex.exp (Complex.I * z * ((E f : ℂ) - (E i : ℂ))) =
      Complex.exp (Complex.I * z * (E f : ℂ)) *
        Complex.exp (-(Complex.I * z) * (E i : ℂ)) := by
    rw [← Complex.exp_add]
    congr 1
    ring
  push_cast
  rw [he]
  linear_combination (-(Complex.exp (-(b : ℂ) * (E i : ℂ)) *
    Complex.exp (Complex.I * z * (E f : ℂ)) *
    Complex.exp (-(Complex.I * z) * (E i : ℂ)))) * hn

omit [Fintype n] in
/-- A Hermitian observable couples `i` to `f` as strongly as `f` to `i`. -/
theorem norm_symm {A : Matrix n n ℂ} (hA : A.IsHermitian) (f i : n) :
    ‖A f i‖ = ‖A i f‖ := by
  rw [← hA.apply f i]
  exact norm_star _

/-- Detailed balance in the time domain, for every complex time: `C(-z) = C(z + ib)`. -/
theorem corr_neg (b : ℝ) (E : n → ℝ) {A : Matrix n n ℂ} (hA : A.IsHermitian) (z : ℂ) :
    corr b E A (-z) = corr b E A (z + Complex.I * b) := by
  unfold corr
  -- exchange the roles of initial and final states
  refine Finset.sum_comm.trans (Finset.sum_congr rfl fun p _ =>
    Finset.sum_congr rfl fun q _ => ?_)
  rw [norm_symm hA p q]
  have key : Complex.exp (-(b : ℂ) * (E q : ℂ)) *
      Complex.exp (Complex.I * (-z) * ((E p : ℂ) - (E q : ℂ))) =
      Complex.exp (-(b : ℂ) * (E p : ℂ)) *
      Complex.exp (Complex.I * (z + Complex.I * b) * ((E q : ℂ) - (E p : ℂ))) := by
    rw [← Complex.exp_add, ← Complex.exp_add]
    congr 1
    linear_combination (-((b : ℂ) * ((E q : ℂ) - (E p : ℂ)))) * Complex.I_sq
  push_cast
  linear_combination (‖A q p‖ : ℂ) ^ 2 * key

/-- The correlation function shifted by `ib/2` is even in complex time. -/
theorem corr_shift_even (b : ℝ) (E : n → ℝ) {A : Matrix n n ℂ} (hA : A.IsHermitian)
    (z : ℂ) :
    corr b E A (-z + Complex.I * b / 2) = corr b E A (z + Complex.I * b / 2) := by
  rw [show -z + Complex.I * b / 2 = -(z - Complex.I * b / 2) by ring, corr_neg b E hA]
  congr 1
  ring

/-- At real `t` the shifted correlation function is a cosine series whose weights are
symmetric in the initial and final states. -/
theorem corr_shift_eq_cos (b : ℝ) (E : n → ℝ) {A : Matrix n n ℂ} (hA : A.IsHermitian)
    (t : ℝ) :
    corr b E A (t + Complex.I * b / 2) =
      ((∑ i, ∑ f, Real.exp (-b * (E i + E f) / 2) * ‖A f i‖ ^ 2 *
        Real.cos (t * (E f - E i)) : ℝ) : ℂ) := by
  -- each term of the half-shifted sum carries a symmetric weight
  have key : ∀ (s : ℂ) (i f : n), Complex.exp (-(b : ℂ) * (E i : ℂ)) *
      Complex.exp (Complex.I * (s + Complex.I * b / 2) * ((E f : ℂ) - (E i : ℂ))) =
      Complex.exp (-(b : ℂ) * ((E i : ℂ) + (E f : ℂ)) / 2) *
      Complex.exp (s * ((E f : ℂ) - (E i : ℂ)) * Complex.I) := by
    intro s i f
    rw [← Complex.exp_add, ← Complex.exp_add]
    congr 1
    linear_combination ((b : ℂ) / 2 * ((E f : ℂ) - (E i : ℂ))) * Complex.I_sq
  -- add the values at `t` and `-t`
  have h2 : corr b E A (t + Complex.I * b / 2) + corr b E A (-t + Complex.I * b / 2) =
      2 * ((∑ i, ∑ f, Real.exp (-b * (E i + E f) / 2) * ‖A f i‖ ^ 2 *
        Real.cos (t * (E f - E i)) : ℝ) : ℂ) := by
    simp only [corr, Complex.ofReal_sum, Finset.mul_sum, ← Finset.sum_add_distrib]
    refine Finset.sum_congr rfl fun i _ => Finset.sum_congr rfl fun f _ => ?_
    have hc := Complex.two_cos ((t : ℂ) * ((E f : ℂ) - (E i : ℂ)))
    rw [← neg_mul] at hc
    push_cast
    linear_combination (‖A f i‖ : ℂ) ^ 2 * key t i f + (‖A f i‖ : ℂ) ^ 2 * key (-t) i f -
      (‖A f i‖ : ℂ) ^ 2 * Complex.exp (-(b : ℂ) * ((E i : ℂ) + (E f : ℂ)) / 2) * hc
  rw [corr_shift_even b E hA] at h2
  linear_combination h2 / 2

/-- Schofield's symmetrization and detailed balance: at real `t`, `C(t + ib/2)` is real and
even in `t`, and `C(-t) = C(t + ib)`. -/
theorem schofield (b : ℝ) (E : n → ℝ) {A : Matrix n n ℂ} (hA : A.IsHermitian) (t : ℝ) :
    (corr b E A (t + Complex.I * b / 2)).im = 0 ∧
    corr b E A (-t + Complex.I * b / 2) = corr b E A (t + Complex.I * b / 2) ∧
    corr b E A (-t) = corr b E A (t + Complex.I * b) := by
  refine ⟨?_, corr_shift_even b E hA t, corr_neg b E hA t⟩
  rw [corr_shift_eq_cos b E hA]
  exact Complex.ofReal_im _

/-- The correlation function is the Fourier sum of the line strengths over the energy
transfers. -/
theorem corr_eq_sum_lines (b : ℝ) (E : n → ℝ) (A : Matrix n n ℂ) (z : ℂ) :
    corr b E A z = ∑ ω ∈ transitions E,
      (lineStrength b E A ω : ℂ) * Complex.exp (Complex.I * z * (ω : ℂ)) := by
  unfold corr lineStrength transitions
  simp only [Complex.ofReal_sum, Finset.sum_mul]
  symm
  refine Finset.sum_comm.trans (Finset.sum_congr rfl fun i _ =>
    Finset.sum_comm.trans (Finset.sum_congr rfl fun f _ => ?_))
  -- each pair of states contributes to exactly one line
  rw [Finset.sum_eq_single (E f - E i)]
  · rw [if_pos rfl]
  · intro ω _ h
    rw [if_neg (Ne.symm h), Complex.ofReal_zero, zero_mul]
  · intro h
    exact absurd (Finset.mem_image.mpr ⟨(i, f), Finset.mem_univ _, rfl⟩) h

/-- Detailed balance in the frequency domain: the line strengths at `-ω` and `ω` differ by
the Boltzmann factor `exp (-b ω)`. -/
theorem lineStrength_neg (b : ℝ) (E : n → ℝ) {A : Matrix n n ℂ} (hA : A.IsHermitian)
    (ω : ℝ) :
    lineStrength b E A (-ω) = Real.exp (-b * ω) * lineStrength b E A ω := by
  unfold lineStrength
  rw [Finset.mul_sum]
  refine Finset.sum_comm.trans (Finset.sum_congr rfl fun p _ => ?_)
  rw [Finset.mul_sum]
  refine Finset.sum_congr rfl fun q _ => ?_
  by_cases h : E q - E p = ω
  · have h' : E p - E q = -ω := by linarith
    have hE : -b * E q = -b * ω + -b * E p := by
      rw [← h]
      ring
    rw [if_pos h', if_pos h, norm_symm hA p q, hE, Real.exp_add]
    ring
  · have h' : ¬ E p - E q = -ω := fun h' => h (by linarith)
    rw [if_neg h', if_neg h, mul_zero]

/-- For two levels at energies 0 and 1 coupled by a flip operator, the unshifted correlation
function has imaginary part `(1 - exp (-b)) sin t`. -/
theorem two_level_im (b t : ℝ) :
    (corr b ![0, 1] !![0, 1; 1, 0] (t : ℂ)).im = (1 - Real.exp (-b)) * Real.sin t := by
  simp [corr, Fin.sum_univ_two, Complex.exp_im, Complex.exp_re]
  ring

end

end DynamicalStructureFactor
```

```lean
#print axioms DynamicalStructureFactor.schofield
-- 'DynamicalStructureFactor.schofield' depends on axioms: [propext, Classical.choice, Quot.sound]
#print axioms DynamicalStructureFactor.corr_eq_sum_lines
-- 'DynamicalStructureFactor.corr_eq_sum_lines' depends on axioms: [propext, Classical.choice, Quot.sound]
#print axioms DynamicalStructureFactor.lineStrength_neg
-- 'DynamicalStructureFactor.lineStrength_neg' depends on axioms: [propext, Classical.choice, Quot.sound]
#print axioms DynamicalStructureFactor.two_level_im
-- 'DynamicalStructureFactor.two_level_im' depends on axioms: [propext, Classical.choice, Quot.sound]
```

## How the exchange argument runs in Lean

**The trace.** `exp_hamiltonian` computes the matrix exponential of a multiple of the diagonal Hamiltonian. `corr_eq_trace` then expands the matrix products entry by entry. Its local identity `hn` is the step $A_{if}A_{fi}=|A_{fi}|^2$, and `he` splits the time factor between the two states.

**Time-domain detailed balance.** `norm_symm` supplies $|A_{fi}|=|A_{if}|$. In `corr_neg`, `Finset.sum_comm` exchanges the two sums, which are then compared term by term. The identity `key` combines the Boltzmann and time factors into one exponential on each side; the exponents agree because $\mathrm{i}^2=-1$, supplied by `Complex.I_sq`.

**The half-shift.** `corr_shift_even` rewrites the argument as $-(z-\mathrm{i}b/2)$ and applies `corr_neg`. In `corr_shift_eq_cos`, `key` produces the symmetric weight $e^{-b(E_i+E_f)/2}$. The identity `h2` adds the values at $t$ and $-t$, with `Complex.two_cos` turning the two exponentials into a cosine. Evenness makes the two values equal, and division by two leaves the cosine series. `schofield` reads off the zero imaginary part from this series and takes its other two claims from the earlier lemmas.

**The spectrum.** `corr_eq_sum_lines` moves the sum over $\omega$ inside the sums over states. `Finset.sum_eq_single` then keeps the one frequency equal to $E_f-E_i$. `lineStrength_neg` exchanges the states again and checks two cases: a pair either contributes to the line, with the Boltzmann factor $e^{-b\omega}$, or contributes zero on both sides.

**The two-level example.** `two_level_im` expands the four terms of the double sum and takes the imaginary part, which gives the unnormalised value $(1-e^{-b})\sin t$.
